# How far above one an eigenvalue may start and still end in [0,1] after an SP2 run of k squarings and one reflecting step

Before second-order spectral projection (SP2) purification, a Hamiltonian is rescaled with estimates \(a<b\) of its lowest and highest eigenvalues, so that an energy \(\varepsilon\) becomes
\[
x=\frac{b-\varepsilon}{b-a}.
\]
If \(a\) lies above the true lowest energy, some \(x\) exceeds one by \((a-\varepsilon)/(b-a)\). How much excess can still be brought back into \([0,1]\) depends on the steps that follow. For a run of \(k\) squarings and then one step \(y\mapsto 2y-y^2\), in exact arithmetic, the limit can be given in closed form, and it shrinks as \(k\) grows.

## The largest admissible overshoot

Let \(k\ge 0\) be an integer and \(x\ge 1\) the eigenvalue at the start of the run. Each squaring doubles the exponent, so \(k\) of them produce \(y=x^{2^k}\ge 1\). The last step gives
\[
2y-y^2=1-(1-y)^2=y(2-y).
\]
The first form shows that the result never exceeds one, and that this step is squaring carried out between two reflections \(y\mapsto 1-y\), which is why it is called the reflecting step here. The second shows, since \(y>0\), that it is nonnegative exactly when \(y\le 2\). Hence the run ends in \([0,1]\) if and only if
\[
x^{2^k}\le 2 .
\]

Write \(x=1+\delta\) with overshoot \(\delta\ge 0\). Taking the \(2^k\)-th root of both sides, which preserves order for nonnegative numbers, turns the condition into
\[
\delta\le\tau_k,\qquad \tau_k=2^{1/2^k}-1 .
\]
The exponent \(1/2^k\) strictly decreases with \(k\), and so does \(\tau_k\). With no squaring the limit is 1; after three squarings it is about 0.09.

The inequality \(e^t\ge 1+t\) at \(t=\log 2/2^k\) gives \(\tau_k\ge \log 2/2^k\). Bernoulli's inequality gives
\[
\left(1+\frac1{2^k}\right)^{2^k}\ge 1+2^k\cdot\frac1{2^k}=2,
\]
so \(1+1/2^k\ge 2^{1/2^k}\). Together,
\[
\frac{\log 2}{2^k}\le\tau_k\le\frac1{2^k}.
\]

An estimate \(b\) that is too low produces an eigenvalue \(x<0\), which is at risk in the mirrored run: \(k\) steps \(y\mapsto 2y-y^2\), then one squaring. Each of the \(k\) steps squares the distance from one, because \(1-(2y-y^2)=(1-y)^2\). They therefore lead to \(1-(1-x)^{2^k}\). With \(y\) now standing for \((1-x)^{2^k}\ge 1\), the final value \((1-y)^2\) is nonnegative, and it is at most one exactly when \(y\le 2\).

Ending in \([0,1]\) does not guarantee the right occupation. At \(\delta=\tau_k\) the run ends at zero, which both SP2 steps leave fixed, so a state that should be occupied ends up empty.

## The two steps for numbers and matrices

In Lean 4 with Mathlib:

```lean
import Mathlib

open Matrix

namespace SP2OutsideInterval

noncomputable section
```

The steps are defined in an arbitrary ring `R`. With `R` the real numbers they act on an eigenvalue; with `R` a ring of square matrices they act on the matrix being purified.

```lean
/-- The SP2 step that squares its argument. -/
def squareStep {R : Type*} [Ring R] (X : R) : R := X ^ 2

/-- The SP2 step that sends `X` to `2 X - X ^ 2`. -/
def reflectStep {R : Type*} [Ring R] (X : R) : R := 2 * X - X ^ 2
```

In the definition of the run, `squareStep^[k]` means `squareStep` applied `k` times.

```lean
/-- A run of `k` squaring steps followed by one step `Y ↦ 2 Y - Y ^ 2`. -/
def sp2Run {R : Type*} [Ring R] (k : ℕ) (X : R) : R :=
  reflectStep (squareStep^[k] X)
```

The number \(\tau_k\) is called `tolerance k` and is defined by a real power of two. Its role as the sharp limit is a theorem, not part of the definition.

```lean
/-- The real number `2 ^ (1 / 2 ^ k) - 1`. -/
def tolerance (k : ℕ) : ℝ := (2 : ℝ) ^ ((1 : ℝ) / 2 ^ k) - 1
```

The closed form for repeated squaring follows by induction on `k`: one more squaring turns the exponent \(2^k\) into \(2^{k+1}\).

```lean
/-- After `k` squaring steps the matrix or eigenvalue `X` has become `X ^ (2 ^ k)`. -/
theorem squareStep_iterate {R : Type*} [Ring R] (k : ℕ) (X : R) :
    squareStep^[k] X = X ^ (2 ^ k) := by
  induction k with
  | zero => simp
  | succ k ih =>
    rw [Function.iterate_succ_apply', ih, squareStep, pow_succ 2 k, pow_mul]
```

## From a matrix to its eigenvalues

The next theorem takes a real square matrix `X` of finite size with \(Xv=xv\), written `X *ᵥ v = x • v`, and concludes that the processed matrix acts on the same vector as the processed eigenvalue. Symmetry is not needed.

```lean
/-- An eigenvector of a matrix is an eigenvector of the matrix after the SP2 run, and its
eigenvalue is the original one taken through the same run. -/
theorem sp2Run_mulVec {n : Type*} [Fintype n] [DecidableEq n] (k : ℕ)
    (X : Matrix n n ℝ) (v : n → ℝ) (x : ℝ) (h : X *ᵥ v = x • v) :
    sp2Run k X *ᵥ v = sp2Run k x • v := by
  -- powers of a matrix act on an eigenvector by powers of the eigenvalue
  have key : ∀ (Y : Matrix n n ℝ) (y : ℝ), Y *ᵥ v = y • v →
      ∀ m : ℕ, (Y ^ m) *ᵥ v = y ^ m • v := by
    intro Y y hY m
    induction m with
    | zero => simp
    | succ m ih =>
      rw [pow_succ, ← Matrix.mulVec_mulVec, hY, Matrix.mulVec_smul, ih, smul_smul,
        pow_succ, mul_comm]
  have h1 := key X x h (2 ^ k)
  have h2 := key (X ^ (2 ^ k)) (x ^ (2 ^ k)) h1 2
  unfold sp2Run reflectStep
  rw [squareStep_iterate, squareStep_iterate, two_mul (X ^ (2 ^ k)), Matrix.sub_mulVec,
    Matrix.add_mulVec, h1, h2]
  module
```

The auxiliary statement `key` says that \(Y^m v=y^m v\) whenever \(Yv=yv\), by induction on \(m\). It is used once for the power \(2^k\) and once more for the square in the last step; `module` then collects the scalar factors.

## The sharp condition at the upper edge

`Set.Icc (0 : ℝ) 1` is the closed interval \([0,1]\). The theorem covers every natural `k` and every real `x` with `1 ≤ x`.

```lean
/-- An eigenvalue `x ≥ 1` is brought into `[0, 1]` by `k` squarings and one step
`y ↦ 2 y - y ^ 2` if and only if `x ^ (2 ^ k) ≤ 2`. -/
theorem sp2Run_mem_iff (k : ℕ) {x : ℝ} (hx : 1 ≤ x) :
    sp2Run k x ∈ Set.Icc (0 : ℝ) 1 ↔ x ^ (2 ^ k) ≤ 2 := by
  have hy : 1 ≤ x ^ (2 ^ k) := one_le_pow₀ hx
  unfold sp2Run reflectStep
  rw [squareStep_iterate, Set.mem_Icc]
  generalize x ^ (2 ^ k) = y at hy ⊢
  constructor
  · rintro ⟨h, _⟩
    by_contra hc
    have hc' : 2 < y := not_le.mp hc
    nlinarith [mul_nonneg (sub_nonneg.mpr hc'.le) (sub_nonneg.mpr hy)]
  · intro h
    -- the upper bound is the square `(y - 1) ^ 2 ≥ 0`
    exact ⟨by nlinarith [mul_nonneg (sub_nonneg.mpr h) (zero_le_one.trans hy)],
      by nlinarith [sq_nonneg (y - 1)]⟩
```

After `generalize`, only a number \(y\ge 1\) remains. If \(y>2\), the product \((y-2)(y-1)\ge 0\) contradicts \(2y-y^2\ge 0\). Conversely, \(y(2-y)\ge 0\) supplies the lower bound and \((y-1)^2\ge 0\) the upper one.

To express the condition through \(\delta\), the proof first checks that \(1+\tau_k\) reaches exactly two after `k` squarings, by multiplying the exponents \(1/2^k\) and \(2^k\).

```lean
/-- The number `2 ^ (1 / 2 ^ k)` reaches exactly two after `k` squarings. -/
theorem one_add_tolerance_pow (k : ℕ) : (1 + tolerance k) ^ (2 ^ k) = 2 := by
  have e : 1 + tolerance k = (2 : ℝ) ^ ((1 : ℝ) / 2 ^ k) := by
    unfold tolerance
    ring
  have h1 : (1 : ℝ) / 2 ^ k * ((2 ^ k : ℕ) : ℝ) = 1 := by
    push_cast
    exact one_div_mul_cancel (by positivity)
  rw [e, ← Real.rpow_natCast _ (2 ^ k), ← Real.rpow_mul (by norm_num), h1, Real.rpow_one]
```

The root is then taken by `pow_le_pow_iff_left₀`, which compares nonnegative numbers through their \(2^k\)-th powers.

```lean
/-- An eigenvalue lying `δ ≥ 0` above one is brought into `[0, 1]` by the run if and only if
`δ` is at most `2 ^ (1 / 2 ^ k) - 1`. -/
theorem overshoot_admissible_iff (k : ℕ) {δ : ℝ} (hδ : 0 ≤ δ) :
    sp2Run k (1 + δ) ∈ Set.Icc (0 : ℝ) 1 ↔ δ ≤ tolerance k := by
  have hr : 0 ≤ 1 + tolerance k := by
    have : 0 < (2 : ℝ) ^ ((1 : ℝ) / 2 ^ k) := Real.rpow_pos_of_pos (by norm_num) _
    unfold tolerance
    linarith
  have hd : 0 ≤ 1 + δ := by linarith
  have hn : 2 ^ k ≠ 0 := by positivity
  have h := pow_le_pow_iff_left₀ hd hr hn
  rw [one_add_tolerance_pow] at h
  rw [sp2Run_mem_iff k (by linarith), h]
  constructor <;> intro h' <;> linarith
```

## How the limit shrinks with k

For strict decrease it suffices to compare neighbouring values of `k`, where the smaller exponent gives the smaller power of two.

```lean
/-- The number `tolerance k` strictly decreases as `k` grows. -/
theorem tolerance_strictAnti : StrictAnti tolerance := by
  refine strictAnti_nat_of_succ_lt fun k => ?_
  have hp : (0 : ℝ) < 2 ^ k := by positivity
  have he : (1 : ℝ) / 2 ^ (k + 1) < 1 / 2 ^ k := by
    apply one_div_lt_one_div_of_lt hp
    rw [pow_succ]
    linarith
  have h := Real.rpow_lt_rpow_of_exponent_lt (by norm_num : (1 : ℝ) < 2) he
  unfold tolerance
  linarith
```

The lower bound rewrites the real power as an exponential and applies `Real.add_one_le_exp`. The upper bound argues by contradiction: if \(\tau_k\) exceeded \(1/2^k\), raising to the power \(2^k\) would give \((1+1/2^k)^{2^k}<2\), against Bernoulli's inequality.

```lean
/-- The number `tolerance k` lies between `log 2 / 2 ^ k` and `1 / 2 ^ k`. -/
theorem tolerance_bounds (k : ℕ) :
    Real.log 2 / 2 ^ k ≤ tolerance k ∧ tolerance k ≤ 1 / 2 ^ k := by
  constructor
  · -- lower bound from `t + 1 ≤ exp t`
    have h := Real.add_one_le_exp (Real.log 2 * ((1 : ℝ) / 2 ^ k))
    have e : Real.log 2 / 2 ^ k = Real.log 2 * ((1 : ℝ) / 2 ^ k) := by ring
    unfold tolerance
    rw [Real.rpow_def_of_pos (by norm_num : (0 : ℝ) < 2), e]
    linarith
  · -- upper bound from Bernoulli's inequality
    have hp : (0 : ℝ) < 1 / 2 ^ k := by positivity
    have hb := one_add_mul_le_pow (by linarith : (-2 : ℝ) ≤ 1 / 2 ^ k) (2 ^ k)
    have h1 : ((2 ^ k : ℕ) : ℝ) * (1 / 2 ^ k) = 1 := by
      push_cast
      exact mul_one_div_cancel (by positivity)
    rw [h1] at hb
    by_contra hc
    have hc' : 1 + (1 : ℝ) / 2 ^ k < 1 + tolerance k := by linarith [not_le.mp hc]
    have hn : 2 ^ k ≠ 0 := by positivity
    have hlt := pow_lt_pow_left₀ hc' (by linarith) hn
    rw [one_add_tolerance_pow] at hlt
    linarith
```

## The mirrored run at the lower edge

Here the local statement `e` proves by induction that the steps square the distance from one. The remaining inequalities are those of the derivation above.

```lean
/-- An eigenvalue `x ≤ 0` is brought into `[0, 1]` by `k` steps `y ↦ 2 y - y ^ 2` and one squaring
if and only if `(1 - x) ^ (2 ^ k) ≤ 2`. -/
theorem lower_edge_mem_iff (k : ℕ) {x : ℝ} (hx : x ≤ 0) :
    squareStep (reflectStep^[k] x) ∈ Set.Icc (0 : ℝ) 1 ↔ (1 - x) ^ (2 ^ k) ≤ 2 := by
  -- the steps square the distance from one
  have e : reflectStep^[k] x = 1 - (1 - x) ^ (2 ^ k) := by
    induction k with
    | zero => simp
    | succ k ih =>
      rw [Function.iterate_succ_apply', ih, reflectStep, pow_succ 2 k, pow_mul]
      ring
  have hy : 1 ≤ (1 - x) ^ (2 ^ k) := one_le_pow₀ (by linarith)
  rw [e, squareStep, Set.mem_Icc]
  generalize (1 - x) ^ (2 ^ k) = y at hy ⊢
  constructor
  · rintro ⟨_, h⟩
    nlinarith
  · intro h
    exact ⟨sq_nonneg _, by nlinarith⟩

end

end SP2OutsideInterval
```

```lean
#print axioms SP2OutsideInterval.squareStep_iterate
#print axioms SP2OutsideInterval.overshoot_admissible_iff
#print axioms SP2OutsideInterval.tolerance_bounds
#print axioms SP2OutsideInterval.lower_edge_mem_iff
```

```
'SP2OutsideInterval.squareStep_iterate' depends on axioms: [propext, Quot.sound]
'SP2OutsideInterval.overshoot_admissible_iff' depends on axioms: [propext, Classical.choice, Quot.sound]
'SP2OutsideInterval.tolerance_bounds' depends on axioms: [propext, Classical.choice, Quot.sound]
'SP2OutsideInterval.lower_edge_mem_iff' depends on axioms: [propext, Classical.choice, Quot.sound]
```

## A statement about the whole matrix

The theorems follow one eigenvalue through one run; they include neither rounding nor the truncation of small matrix elements, nor the rule that selects the next step. A different model would take a symmetric matrix with lowest eigenvalue at least zero and largest eigenvalue \(1+\delta\), and ask when all eigenvalues of the processed matrix lie in \([0,1]\). The limit on \(\delta\) would be the same, since any other eigenvalue above one has an overshoot of at most \(\delta\), and both steps map \([0,1]\) into itself. The result would then speak about the matrix directly, and the spectral theorem could supply a basis of eigenvectors for its proof.
